# The total derivative of a differentiable quantity g(x(t), t) along a differentiable path is its derivative in the direction (x′, 1)

A quantity `g` depends on a point of a real normed space `E` and on a real parameter, and takes values in a real normed space `F`. The declaration says that if `g` is differentiable at `(x t, t)` and the path `x` has derivative `x'` at `t`, then `s ↦ g (x s, s)` has at `t` the derivative obtained by applying the Fréchet derivative of `g` to `(x', 1)`. This is the chain rule for a quantity that changes both because the point moves and because it depends on the parameter directly; neither space need be finite-dimensional. The attempt differentiates the curve `s ↦ (x s, s)` and composes the result with the derivative of `g` by `HasFDerivAt.comp_hasDerivAt`.

Lean 4 with Mathlib refuses this proof:

```lean
import Mathlib

namespace WignerThirdDerivative

noncomputable section

variable {E : Type*} [NormedAddCommGroup E] [NormedSpace ℝ E]

/-- Chain rule: the total derivative of a quantity along the path is its derivative in the
direction `(x', 1)`. -/
theorem hasDerivAt_along {F : Type*} [NormedAddCommGroup F] [NormedSpace ℝ F]
    {g : E × ℝ → F} {x : ℝ → E} {x' : E} {t : ℝ}
    (hg : DifferentiableAt ℝ g (x t, t)) (hx : HasDerivAt x x' t) :
    HasDerivAt (fun s => g (x s, s)) (fderiv ℝ g (x t, t) (x', 1)) t := by
  have hp : HasDerivAt (fun s => (x s, s)) (x', (1 : ℝ)) t := hx.prodMk (hasDerivAt_id' t)
  have hg' : HasFDerivAt g (fderiv ℝ g (x t, t)) ((fun s => (x s, s)) t) := hg.hasFDerivAt
  exact hg'.comp_hasDerivAt t hp

end

end WignerThirdDerivative
```

The compiler's answer:

```
Main.lean:17:30: error: Application type mismatch: The argument
  hp
has type
  HasDerivAt (fun s => (x s, s)) (x', 1) t
but is expected to have type
  HasDerivAt (Prod.mk (x t)) ?m.130 t
in the application
  HasFDerivAt.comp_hasDerivAt t hg' hp
```

The message says that `hp`, the derivative of `fun s => (x s, s)`, was offered where Lean expected a derivative of `Prod.mk (x t)`, the curve whose first component is frozen at `x t`. `comp_hasDerivAt` has to find the inner function from the point in `hg'`, by matching an unknown function applied to `t`. The point was written as `(fun s => (x s, s)) t` to guide this, but it beta-reduces to `(x t, t)`, which is `Prod.mk (x t)` applied to `t`. Lean took that reading, and `hp` no longer fitted.

The repair replaces `hg'` with `key`, which states the composition for an arbitrary curve `γ`. There the point is `γ t`, with `γ` a variable, so the match gives `γ` itself. The last line then names the curve explicitly as `fun s => (x s, s)`. Nothing is left to guess, and `hg.hasFDerivAt` is accepted because its point `(x t, t)` equals the curve's value at `t` by beta reduction.

The repair, with which the file compiles:

```diff
@@ -14,6 +14,9 @@
     HasDerivAt (fun s => g (x s, s)) (fderiv ℝ g (x t, t) (x', 1)) t := by
   have hp : HasDerivAt (fun s => (x s, s)) (x', (1 : ℝ)) t := hx.prodMk (hasDerivAt_id' t)
-  have hg' : HasFDerivAt g (fderiv ℝ g (x t, t)) ((fun s => (x s, s)) t) := hg.hasFDerivAt
-  exact hg'.comp_hasDerivAt t hp
+  have key : ∀ γ : ℝ → E × ℝ, HasDerivAt γ (x', (1 : ℝ)) t →
+      HasFDerivAt g (fderiv ℝ g (x t, t)) (γ t) →
+      HasDerivAt (fun s => g (γ s)) (fderiv ℝ g (x t, t) (x', 1)) t :=
+    fun γ h1 h2 => h2.comp_hasDerivAt t h1
+  exact key (fun s => (x s, s)) hp hg.hasFDerivAt
 
 end
```
